# Ground-state variance from the imaginary-frequency response of a finite-dimensional system with a non-degenerate ground level

Take a system with a finite-dimensional state space and a non-degenerate ground level, in units with ħ = 1. With the system initially in its ground state, consider the linear response of a Hermitian observable A to a perturbation λA, per unit of λ, with the sign chosen so that the response is nonnegative at imaginary frequency. Integrated over positive imaginary frequencies and divided by π, this response equals the variance of the observable in the ground state. If the integral is cut off at a frequency U > 0, the result after division by π falls short of the variance by at most twice the energy-weighted transition strength divided by πU.

```lean
import Mathlib

open MeasureTheory Filter Topology
open scoped Real

namespace ImaginaryFrequencyFluctuation

noncomputable section

variable {n : Type*} [Fintype n] [DecidableEq n]

/-- Response of the level `g` to the observable `A` at imaginary frequency `iu`, with the sign that
makes it nonnegative for a lowest level; the domain is `u ≠ 0`, or any `u` if no other level has the
energy of `g`. -/
def response (E : n → ℝ) (A : Matrix n n ℂ) (g : n) (u : ℝ) : ℝ :=
  ∑ j ∈ Finset.univ.erase g, 2 * (E j - E g) * ‖A j g‖ ^ 2 / ((E j - E g) ^ 2 + u ^ 2)

/-- Variance of the observable `A` in the basis state `g`. -/
def variance (A : Matrix n n ℂ) (g : n) : ℂ := (A * A) g g - (A g g) ^ 2

/-- The variance of a Hermitian observable is the total strength of the transitions
out of the state `g`. -/
theorem variance_eq_sum {A : Matrix n n ℂ} (hA : A.IsHermitian) (g : n) :
    variance A g = ((∑ j ∈ Finset.univ.erase g, ‖A j g‖ ^ 2 : ℝ) : ℂ) := by
  have hs : ∑ j ∈ Finset.univ.erase g, A g j * A j g
      = ((∑ j ∈ Finset.univ.erase g, ‖A j g‖ ^ 2 : ℝ) : ℂ) := by
    rw [Complex.ofReal_sum]
    refine Finset.sum_congr rfl fun j _ => ?_
    rw [← hA.apply g j, Complex.ofReal_pow]
    exact Complex.conj_mul' (A j g)
  -- split off the diagonal term of the completeness sum
  rw [variance, Matrix.mul_apply, ← Finset.add_sum_erase _ _ (Finset.mem_univ g), hs]
  ring

/-- Above a non-degenerate ground level, the response is a sum of resolvent terms at the two
imaginary frequencies `iu` and `-iu`. -/
theorem response_eq_resolvent {E : n → ℝ} {g : n} (A : Matrix n n ℂ)
    (hE : ∀ j, j ≠ g → E g < E j) (u : ℝ) :
    (response E A g u : ℂ) = ∑ j ∈ Finset.univ.erase g, (‖A j g‖ : ℂ) ^ 2 *
      (1 / ((E j : ℂ) - E g - u * Complex.I) + 1 / ((E j : ℂ) - E g + u * Complex.I)) := by
  rw [response, Complex.ofReal_sum]
  refine Finset.sum_congr rfl fun j hj => ?_
  have hlt := hE j (Finset.ne_of_mem_erase hj)
  have h1 : (E j : ℂ) - E g - u * Complex.I ≠ 0 := by
    intro h
    have := congrArg Complex.re h
    simp at this
    linarith
  have h2 : (E j : ℂ) - E g + u * Complex.I ≠ 0 := by
    intro h
    have := congrArg Complex.re h
    simp at this
    linarith
  have hp : ((E j : ℂ) - E g - u * Complex.I) * ((E j : ℂ) - E g + u * Complex.I)
      = ((E j : ℂ) - E g) ^ 2 + (u : ℂ) ^ 2 := by
    linear_combination (-(u : ℂ) ^ 2) * Complex.I_sq
  rw [div_add_div _ _ h1 h2, hp]
  push_cast
  ring

/-- The Lorentzian of a transition with energy `d > 0` and strength `a` has an arctangent
as its primitive in the imaginary frequency. -/
theorem mode_hasDerivAt {d : ℝ} (hd : 0 < d) (a u : ℝ) :
    HasDerivAt (fun v => 2 * a * Real.arctan (v / d)) (2 * d * a / (d ^ 2 + u ^ 2)) u := by
  have h := (((hasDerivAt_id' u).div_const d).arctan).const_mul (2 * a)
  refine h.congr_deriv ?_
  have hs : d ^ 2 + u ^ 2 ≠ 0 := by positivity
  have e : 1 + (u / d) ^ 2 = (d ^ 2 + u ^ 2) / d ^ 2 := by field_simp
  rw [e]
  field_simp

/-- The Lorentzian of a transition with energy `d` and strength `a` is integrable over positive
imaginary frequencies; its integral is `π a` for `d > 0` and zero for `d = 0`. -/
theorem mode_integral {d a : ℝ} (hd : 0 ≤ d) (ha : 0 ≤ a) :
    IntegrableOn (fun u : ℝ => 2 * d * a / (d ^ 2 + u ^ 2)) (Set.Ioi 0) ∧
    ∫ u in Set.Ioi (0 : ℝ), 2 * d * a / (d ^ 2 + u ^ 2) = if d = 0 then 0 else π * a := by
  rcases hd.eq_or_lt with h | h
  · subst h
    constructor <;> simp
  · have ht : Tendsto (fun v => 2 * a * Real.arctan (v / d)) atTop (𝓝 (2 * a * (π / 2))) :=
      ((Real.tendsto_arctan_atTop.mono_right nhdsWithin_le_nhds).comp
        (tendsto_id.atTop_div_const h)).const_mul (2 * a)
    have hpos : ∀ u ∈ Set.Ioi (0 : ℝ), 0 ≤ 2 * d * a / (d ^ 2 + u ^ 2) :=
      fun u _ => by positivity
    refine ⟨integrableOn_Ioi_deriv_of_nonneg' (fun u _ => mode_hasDerivAt h a u) hpos ht, ?_⟩
    have hi := integral_Ioi_of_hasDerivAt_of_nonneg' (fun u _ => mode_hasDerivAt h a u) hpos ht
    simp only [zero_div, Real.arctan_zero, mul_zero, sub_zero] at hi
    rw [hi, if_neg h.ne']
    ring

/-- The response of a lowest level, degenerate or not, is integrable over positive
imaginary frequencies. -/
theorem response_integrable {E : n → ℝ} {g : n} (A : Matrix n n ℂ) (hE : ∀ j, E g ≤ E j) :
    IntegrableOn (fun u => response E A g u) (Set.Ioi 0) := by
  simp only [response]
  exact MeasureTheory.integrable_finsetSum _ fun j _ =>
    (mode_integral (sub_nonneg.2 (hE j)) (sq_nonneg ‖A j g‖)).1

/-- For a Hermitian observable and a possibly degenerate lowest level, the integrated response
divided by `π` and the strength of the transitions from `g` to other states of the same energy add
up to the variance. -/
theorem integral_response_degenerate {E : n → ℝ} {A : Matrix n n ℂ} {g : n}
    (hA : A.IsHermitian) (hE : ∀ j, E g ≤ E j) :
    (((1 / π) * ∫ u in Set.Ioi (0 : ℝ), response E A g u : ℝ) : ℂ)
      + ((∑ j ∈ (Finset.univ.erase g).filter (fun j => E j = E g), ‖A j g‖ ^ 2 : ℝ) : ℂ)
      = variance A g := by
  have key : (1 / π) * (∫ u in Set.Ioi (0 : ℝ), response E A g u)
      + ∑ j ∈ (Finset.univ.erase g).filter (fun j => E j = E g), ‖A j g‖ ^ 2
      = ∑ j ∈ Finset.univ.erase g, ‖A j g‖ ^ 2 := by
    simp only [response]
    rw [MeasureTheory.integral_finsetSum _ fun j _ =>
      (mode_integral (sub_nonneg.2 (hE j)) (sq_nonneg ‖A j g‖)).1,
      Finset.mul_sum, Finset.sum_filter, ← Finset.sum_add_distrib]
    refine Finset.sum_congr rfl fun j _ => ?_
    rw [(mode_integral (sub_nonneg.2 (hE j)) (sq_nonneg ‖A j g‖)).2]
    by_cases h : E j = E g
    · simp [h]
    · rw [if_neg (sub_ne_zero.2 h), if_neg h, add_zero]
      field_simp
  rw [variance_eq_sum hA, ← Complex.ofReal_add, key]

/-- For a Hermitian observable and a non-degenerate ground level, the response is integrable over
positive imaginary frequencies, and its integral divided by `π` is the ground-state variance. -/
theorem fluctuation_dissipation {E : n → ℝ} {A : Matrix n n ℂ} {g : n}
    (hA : A.IsHermitian) (hE : ∀ j, j ≠ g → E g < E j) :
    IntegrableOn (fun u => response E A g u) (Set.Ioi 0) ∧
    (((1 / π) * ∫ u in Set.Ioi (0 : ℝ), response E A g u : ℝ) : ℂ) = variance A g := by
  have hle : ∀ j, E g ≤ E j := fun j => by
    by_cases h : j = g
    · rw [h]
    · exact (hE j h).le
  have h := integral_response_degenerate hA hle
  -- a strict gap leaves no strength inside the ground level
  have hz : ∑ j ∈ (Finset.univ.erase g).filter (fun j => E j = E g), ‖A j g‖ ^ 2 = 0 :=
    Finset.sum_eq_zero fun j hj => absurd (Finset.mem_filter.1 hj).2
      (hE j (Finset.ne_of_mem_erase (Finset.mem_filter.1 hj).1)).ne'
  rw [hz, Complex.ofReal_zero, add_zero] at h
  exact ⟨response_integrable A hle, h⟩

/-- With the frequency integral cut off at `U`, each transition strength enters with
an arctangent weight. -/
theorem cutoff_integral {E : n → ℝ} {g : n} (A : Matrix n n ℂ)
    (hE : ∀ j, j ≠ g → E g < E j) {U : ℝ} (hU : 0 < U) :
    (1 / π) * ∫ u in (0 : ℝ)..U, response E A g u
      = ∑ j ∈ Finset.univ.erase g, 2 / π * Real.arctan (U / (E j - E g)) * ‖A j g‖ ^ 2 := by
  have hle : ∀ j, E g ≤ E j := fun j => by
    by_cases h : j = g
    · rw [h]
    · exact (hE j h).le
  have hd : ∀ u ∈ Set.uIcc 0 U, HasDerivAt (fun v => ∑ j ∈ Finset.univ.erase g,
      2 * ‖A j g‖ ^ 2 * Real.arctan (v / (E j - E g))) (response E A g u) u := fun u _ => by
    simp only [response]
    exact HasDerivAt.fun_sum fun j hj =>
      mode_hasDerivAt (sub_pos.2 (hE j (Finset.ne_of_mem_erase hj))) _ u
  have hint : IntervalIntegrable (fun u => response E A g u) volume 0 U :=
    (intervalIntegrable_iff_integrableOn_Ioc_of_le hU.le).2
      ((response_integrable A hle).mono_set Set.Ioc_subset_Ioi_self)
  rw [intervalIntegral.integral_eq_sub_of_hasDerivAt hd hint]
  simp only [zero_div, Real.arctan_zero, mul_zero, Finset.sum_const_zero, sub_zero,
    Finset.mul_sum]
  exact Finset.sum_congr rfl fun j _ => by ring

/-- For a Hermitian observable and a non-degenerate ground level, the variance exceeds `1 / π` times
the response integral cut off at `U` by at most twice the energy-weighted transition strength
divided by `π U`. -/
theorem cutoff_error {E : n → ℝ} {A : Matrix n n ℂ} {g : n} (hA : A.IsHermitian)
    (hE : ∀ j, j ≠ g → E g < E j) {U : ℝ} (hU : 0 < U) :
    (variance A g).re - (1 / π) * ∫ u in (0 : ℝ)..U, response E A g u
      ≤ 1 / (π * U) * ∑ j ∈ Finset.univ.erase g, 2 * (E j - E g) * ‖A j g‖ ^ 2 := by
  rw [cutoff_integral A hE hU, variance_eq_sum hA, Complex.ofReal_re,
    ← Finset.sum_sub_distrib, Finset.mul_sum]
  refine Finset.sum_le_sum fun j hj => ?_
  have hw : 0 < E j - E g := sub_pos.2 (hE j (Finset.ne_of_mem_erase hj))
  -- the missing angle is the arctangent of the inverse ratio, which is below that ratio
  have hat : π / 2 - Real.arctan (U / (E j - E g)) ≤ (E j - E g) / U := by
    rw [← Real.arctan_inv_of_pos (div_pos hU hw), inv_div]
    have h := Real.le_tan (Real.arctan_nonneg.2 (div_pos hw hU).le)
      (Real.arctan_lt_pi_div_two ((E j - E g) / U))
    rwa [Real.tan_arctan] at h
  have hp : 2 / π * (π / 2) = 1 := by field_simp
  calc ‖A j g‖ ^ 2 - 2 / π * Real.arctan (U / (E j - E g)) * ‖A j g‖ ^ 2
      = (2 / π * ‖A j g‖ ^ 2) * (π / 2 - Real.arctan (U / (E j - E g))) := by
        linear_combination (-‖A j g‖ ^ 2) * hp
    _ ≤ (2 / π * ‖A j g‖ ^ 2) * ((E j - E g) / U) :=
        mul_le_mul_of_nonneg_left hat (by positivity)
    _ = 1 / (π * U) * (2 * (E j - E g) * ‖A j g‖ ^ 2) := by ring

end

end ImaginaryFrequencyFluctuation
```

```lean
#print axioms ImaginaryFrequencyFluctuation.response_eq_resolvent
#print axioms ImaginaryFrequencyFluctuation.fluctuation_dissipation
#print axioms ImaginaryFrequencyFluctuation.cutoff_error
```

```
'ImaginaryFrequencyFluctuation.response_eq_resolvent' depends on axioms: [propext, Classical.choice, Quot.sound]
'ImaginaryFrequencyFluctuation.fluctuation_dissipation' depends on axioms: [propext, Classical.choice, Quot.sound]
'ImaginaryFrequencyFluctuation.cutoff_error' depends on axioms: [propext, Classical.choice, Quot.sound]
```

## Levels, matrix elements and the sign of the response

The finite type `n` labels the energy eigenstates, `E j` is the energy E_j, and `g` is the ground state. The matrix `A` is the observable in this basis, so `A j g` is the matrix element A_jg = ⟨j|A|g⟩. Write w_j = E_j − E_g for the excitation energies, with ħ = 1. The definition `response` is then

R(u) = Σ_{j≠g} 2 w_j |A_jg|² / (w_j² + u²),

where `Finset.univ.erase g` is the set of all j ≠ g. The definition `variance` is the matrix expression (A²)_gg − (A_gg)², with no reference to transitions.

In `fluctuation_dissipation`, the hypothesis `hA` says that A is Hermitian, and `hE` says that every other level lies strictly above E_g. The conclusion has two parts: R is integrable on u > 0, and

(1/π) ∫₀^∞ R(u) du = (A²)_gg − (A_gg)².

The first part matters because Lean assigns the value zero to the integral of a non-integrable function. The left side of the equation is a real number read as a complex one, so the equation also says that the variance is real.

The formula for R is a definition here and is not derived from time-dependent perturbation theory. `response_eq_resolvent` connects it to the familiar form through

1/(w_j − iu) + 1/(w_j + iu) = 2w_j / (w_j² + u²).

Both denominators are nonzero because their real part is w_j > 0, and their product is w_j² + u² because i² = −1. With the usual sign convention, the response function at frequency iu is −R(u).

## From the variance to a sum of Lorentzians

Since A is Hermitian, A_gj is the complex conjugate of A_jg. Inserting a complete set of states gives

(A²)_gg = Σ_j A_gj A_jg = (A_gg)² + Σ_{j≠g} |A_jg|².

The diagonal term cancels in the variance, which is therefore the total strength of the transitions out of g. This is `variance_eq_sum`: `Matrix.mul_apply` writes out the product, `Finset.add_sum_erase` splits off j = g, and `ring` performs the cancellation.

Now take one transition with energy d > 0 and strength a. By the chain rule,

d/du [2a arctan(u/d)] = (2a/d) / (1 + u²/d²) = 2da / (d² + u²),

which is `mode_hasDerivAt`. The primitive vanishes at u = 0 and tends to 2a · π/2 at infinity, so the integral is πa, whatever the value of d. In `mode_integral`, the integrand is nonnegative and its primitive has a finite limit; from these two facts the library lemmas give integrability and the value together.

Summing over the levels, with d = w_j and a = |A_jg|², gives

(1/π) ∫₀^∞ R(u) du = Σ_{j≠g} |A_jg|²,

which is the variance.

The file reaches this through a more general formula, `integral_response_degenerate`, which requires only E_g ≤ E_j. It exchanges the finite sum with the integral and treats each level according to whether w_j is zero. A state degenerate with g contributes nothing to R at u > 0, so its strength has to be added to the integral divided by π to recover the variance. Under a strict gap there are no such states; the step `hz` records that their sum is zero, and the main theorem follows.

## Stopping at a finite frequency

The same primitive, evaluated at U, gives `cutoff_integral`:

(1/π) ∫₀^U R(u) du = Σ_{j≠g} (2/π) arctan(U/w_j) |A_jg|².

For each level, the missing fraction of the strength is

1 − (2/π) arctan(U/w_j) = (2/π) arctan(w_j/U) ≤ (2/π) w_j/U.

The inequality is x ≤ tan x at x = arctan(w_j/U), which the proof takes from `Real.le_tan`. Summing over the levels gives `cutoff_error`:

variance − (1/π) ∫₀^U R(u) du ≤ (1/(πU)) Σ_{j≠g} 2w_j |A_jg|².

This bounds the error from the cutoff alone; a numerical quadrature on the interval from 0 to U adds its own.

## Two levels, and a gap that closes

With a single state there are no transitions, and both sides of the main equation are zero. With two states, a gap w > 0 and an off-diagonal element b ≠ 0, the response is 2w|b|²/(w² + u²), and both sides equal |b|².

As w decreases with b held fixed, the peak at u = 0 grows as 2|b|²/w while its width shrinks as w, so the area is unchanged. At w = 0 exactly, the response is zero for every u > 0 and the whole area is lost. The integral is thus discontinuous at the degeneracy, and the extra term in `integral_response_degenerate` accounts for the jump.

## Reach in electronic structure

The adiabatic-connection expression for the correlation energy uses a relation of this kind to turn density response at imaginary frequency into density fluctuations; the theorem covers one Hermitian observable in a finite-dimensional state space. The levels may belong to an interacting system. A density component ρ_q with q ≠ 0 is in general not Hermitian, but ρ_q + ρ_−q and i(ρ_q − ρ_−q) are. The continuous spectrum of the infinite electron gas is not covered.

The Lean name `fluctuation_dissipation` recalls the fluctuation-dissipation theorem, which usually means a relation at each real frequency and at any temperature. What is proved here is a frequency-integrated identity at zero temperature.

The system could also have been given as a Hermitian matrix H with a normalised ground vector ψ, and the variance as ⟨ψ|A²|ψ⟩ − ⟨ψ|A|ψ⟩². The statement would then not depend on a basis, and its proof would begin by diagonalising H. The version here starts after that step.
